# An eigenstate many standard deviations from the mean-field energy has little overlap with the mean-field state

Take two levels: a mean-field state φ of energy e, coupled by a real t ≠ 0 to one other state of energy d. An eigenvector with components (a, b) and energy E satisfies (E − e)a = tb, so its weight on φ is

Z = |a|² / (|a|² + |b|²) = t² / (t² + (E − e)²).

A large shift E − e therefore means a small weight. But in an electron gas, φ couples to a huge number of configurations. Could they act together to push an eigenstate far from e and still leave most of its weight on φ?

## The two-level weight is the ceiling for any number of levels

No, provided "far" is measured against the energy spread s of φ, where s² = ‖Hφ‖² − e². In the two-level case s² = t². For a symmetric H, a unit vector φ with e = ⟨φ,Hφ⟩, and any unit eigenvector ψ of energy E, the weight Z = |⟨φ,ψ⟩|² obeys

Z (s² + (E − e)²) ≤ s².

A shift of 3s, with s > 0, leaves at most one tenth of the weight. Extra configurations can raise s, but they cannot beat this bound.

The derivation uses the residual r = Hφ − eφ, the part of Hφ that leaves φ. Since H is symmetric, ⟨φ,Hφ⟩ is real, so ⟨φ,r⟩ = e − e = 0. Pythagoras applied to Hφ = eφ + r gives ‖r‖² = ‖Hφ‖² − e² = s².

Now take any vector v and remove its component along φ, then its component along r:

w = v − ⟨φ,v⟩φ, with ‖w‖² = ‖v‖² − |⟨φ,v⟩|²

u = ‖r‖² w − ⟨r,v⟩ r.

Because ⟨r,w⟩ = ⟨r,v⟩, we have ⟨r,u⟩ = 0. Pythagoras for ‖r‖² w = ⟨r,v⟩ r + u then gives

‖u‖² = ‖r‖² (‖r‖² (‖v‖² − |⟨φ,v⟩|²) − |⟨r,v⟩|²).

The left side is non-negative. Dividing by ‖r‖² when r ≠ 0, and noting that the case r = 0 is trivial, we get

|⟨r,v⟩|² ≤ ‖r‖² (‖v‖² − |⟨φ,v⟩|²).  (1)

For v = ψ, symmetry moves H onto the eigenvector:

⟨r,ψ⟩ = ⟨φ,Hψ⟩ − e⟨φ,ψ⟩ = (E − e)⟨φ,ψ⟩.

So (1) reads (E − e)² Z ≤ s² (1 − Z), which is the bound.

If s² ≠ 0, equality means u = 0, that is, ψ lies in the span of φ and r, which is also the span of φ and Hφ. Conversely, if ψ = αφ + βr, then ⟨φ,ψ⟩ = α and ⟨r,ψ⟩ = βs², so u = s²βr − βs²r = 0. The two-level model is this case.

Several eigenstates cannot evade the limit by sharing the weight on one side of e. Let ψⱼ be finitely many orthonormal eigenvectors with Eⱼ − e ≥ Δ ≥ 0, weights Zⱼ and total weight W = Σⱼ Zⱼ. Their projection of φ is v = Σⱼ ⟨ψⱼ,φ⟩ψⱼ, for which

⟨φ,v⟩ = ‖v‖² = W and ⟨r,v⟩ = Σⱼ (Eⱼ − e)Zⱼ ≥ ΔW.

Then (1) gives Δ²W² ≤ s²W(1 − W). Dividing by W when W > 0 yields W(s² + Δ²) ≤ s²; for W = 0 this is just 0 ≤ s². The condition Eⱼ − e ≥ Δ can't be relaxed to |Eⱼ − e| ≥ Δ: an equal mixture of two eigenstates at e ± s has W = 1 with Δ = s.

Finally, if Z ≥ 1/2, the main bound gives (s² + (E − e)²)/2 ≤ s², so |E − e| ≤ s.

In the Lean file, `V` is a complex inner product space of any dimension, and `H` is a linear map defined on all of it, with `H.IsSymmetric` meaning ⟨Hx,y⟩ = ⟨x,Hy⟩. A Hermitian matrix is the finite-dimensional case, such as an electron gas with fixed particle number in a finite plane-wave basis. An unbounded continuum Hamiltonian is not defined on the whole Hilbert space; it fits this type only when restricted to a subspace that it maps into itself, and φ and the eigenvectors must then lie in that subspace. The inner product is conjugate-linear in its first slot. `meanEnergy`, `energyVariance`, `spectralWeight` and `residual` are e, s², Z and r. The hypotheses `hφ` and `hψ1` normalise the states, and for a single eigenvector `hψ` is the eigenvalue equation with real `E`. In `total_spectralWeight_mul_le`, `hψ` instead states that the eigenvectors are orthonormal, and `hE` gives their eigenvalue equations.

Nothing specific to the Coulomb interaction enters, and φ may be any unit vector. The weight is that of individual eigenstates; a quasiparticle peak in an infinite system, broadened over a continuum, is a different object.

```lean
import Mathlib

open scoped InnerProductSpace ComplexConjugate

namespace QuasiparticleWeight

noncomputable section

variable {V : Type*} [NormedAddCommGroup V] [InnerProductSpace ℂ V]

/-- The mean energy `e = Re ⟨φ, H φ⟩` of a unit vector `φ`. -/
def meanEnergy (H : V →ₗ[ℂ] V) (φ : V) : ℝ := (⟪φ, H φ⟫_ℂ).re

/-- The energy variance `s² = ‖H φ‖² - e²` of a unit vector `φ` with mean energy `e`, for a
symmetric `H`. -/
def energyVariance (H : V →ₗ[ℂ] V) (φ : V) : ℝ := ‖H φ‖ ^ 2 - meanEnergy H φ ^ 2

/-- The weight `|⟨φ, ψ⟩|²` of the unit vector `ψ` on the unit vector `φ`. -/
def spectralWeight (φ ψ : V) : ℝ := ‖⟪φ, ψ⟫_ℂ‖ ^ 2

/-- The residual `H φ - e φ`, where `e = Re ⟨φ, H φ⟩`. -/
def residual (H : V →ₗ[ℂ] V) (φ : V) : V := H φ - (meanEnergy H φ : ℂ) • φ

/-- Pythagoras for orthogonal vectors `x` and `y`, with a complex amplitude `c` on `x`. -/
theorem norm_smul_add_sq {x y : V} (h : ⟪x, y⟫_ℂ = 0) (c : ℂ) :
    ‖c • x + y‖ ^ 2 = ‖c‖ ^ 2 * ‖x‖ ^ 2 + ‖y‖ ^ 2 := by
  rw [norm_add_sq (𝕜 := ℂ), inner_smul_left, h, norm_smul]
  simp [mul_pow]

/-- For a unit vector `φ` and a vector `r` orthogonal to it, the squared length of the vector
obtained by multiplying the part of `v` orthogonal to both `φ` and `r` by `‖r‖²`. The factor avoids
a division. -/
theorem norm_plane_defect_sq {φ r : V} (hφ : ‖φ‖ = 1) (h : ⟪φ, r⟫_ℂ = 0) (v : V) :
    ‖((‖r‖ : ℂ) ^ 2) • (v - ⟪φ, v⟫_ℂ • φ) - ⟪r, v⟫_ℂ • r‖ ^ 2
      = ‖r‖ ^ 2 * (‖r‖ ^ 2 * (‖v‖ ^ 2 - ‖⟪φ, v⟫_ℂ‖ ^ 2) - ‖⟪r, v⟫_ℂ‖ ^ 2) := by
  have hrφ : ⟪r, φ⟫_ℂ = 0 := inner_eq_zero_symm.1 h
  have hφφ : ⟪φ, φ⟫_ℂ = 1 := by rw [inner_self_eq_norm_sq_to_K, hφ]; simp
  have hrr : ⟪r, r⟫_ℂ = (‖r‖ : ℂ) ^ 2 := inner_self_eq_norm_sq_to_K r
  -- remove the component along `φ`
  obtain ⟨w, hw⟩ : ∃ w, w = v - ⟪φ, v⟫_ℂ • φ := ⟨_, rfl⟩
  have h1 : ⟪φ, w⟫_ℂ = 0 := by
    rw [hw, inner_sub_right, inner_smul_right, hφφ]; ring
  have h2 : ⟪r, w⟫_ℂ = ⟪r, v⟫_ℂ := by
    rw [hw, inner_sub_right, inner_smul_right, hrφ]; ring
  rw [← hw]
  -- remove the component along `r`
  obtain ⟨u, hu⟩ : ∃ u, u = ((‖r‖ : ℂ) ^ 2) • w - ⟪r, v⟫_ℂ • r := ⟨_, rfl⟩
  have h3 : ⟪r, u⟫_ℂ = 0 := by
    rw [hu, inner_sub_right, inner_smul_right, inner_smul_right, h2, hrr]; ring
  rw [← hu]
  have p1 := norm_smul_add_sq h1 ⟪φ, v⟫_ℂ
  have p2 := norm_smul_add_sq h3 ⟪r, v⟫_ℂ
  have e1 : ⟪φ, v⟫_ℂ • φ + w = v := by rw [hw]; abel
  have e2 : ⟪r, v⟫_ℂ • r + u = ((‖r‖ : ℂ) ^ 2) • w := by rw [hu]; abel
  have e3 : ‖(‖r‖ : ℂ) ^ 2‖ = ‖r‖ ^ 2 := by simp
  rw [e1, hφ] at p1
  rw [e2, norm_smul, e3] at p2
  linear_combination -p2 - ‖r‖ ^ 4 * p1

/-- For a unit vector `φ` and a vector `r` orthogonal to it, the overlap of `v` with `r` is
limited by the part of `v` that is not along `φ`. -/
theorem norm_inner_sq_le {φ r : V} (hφ : ‖φ‖ = 1) (h : ⟪φ, r⟫_ℂ = 0) (v : V) :
    ‖⟪r, v⟫_ℂ‖ ^ 2 ≤ ‖r‖ ^ 2 * (‖v‖ ^ 2 - ‖⟪φ, v⟫_ℂ‖ ^ 2) := by
  by_cases hr : r = 0
  · simp [hr]
  · have hpos : 0 < ‖r‖ ^ 2 := pow_pos (norm_pos_iff.2 hr) 2
    have h0 := (norm_plane_defect_sq hφ h v).symm ▸ sq_nonneg
      ‖((‖r‖ : ℂ) ^ 2) • (v - ⟪φ, v⟫_ℂ • φ) - ⟪r, v⟫_ℂ • r‖
    have h1 := (mul_nonneg_iff_of_pos_left hpos).1 h0
    linarith

/-- For a symmetric Hamiltonian and a unit vector `φ`, the residual is orthogonal to `φ`. -/
theorem inner_residual {H : V →ₗ[ℂ] V} (hH : H.IsSymmetric) {φ : V} (hφ : ‖φ‖ = 1) :
    ⟪φ, residual H φ⟫_ℂ = 0 := by
  have hφφ : ⟪φ, φ⟫_ℂ = 1 := by rw [inner_self_eq_norm_sq_to_K, hφ]; simp
  -- the expectation value of a symmetric operator is real
  have hre : (meanEnergy H φ : ℂ) = ⟪φ, H φ⟫_ℂ :=
    Complex.conj_eq_iff_re.1 ((inner_conj_symm (H φ) φ).trans (hH φ φ))
  rw [residual, inner_sub_right, inner_smul_right, hφφ, hre]
  ring

/-- For a symmetric Hamiltonian and a unit vector `φ`, the squared norm of the residual is the
energy variance. -/
theorem norm_residual_sq {H : V →ₗ[ℂ] V} (hH : H.IsSymmetric) {φ : V} (hφ : ‖φ‖ = 1) :
    ‖residual H φ‖ ^ 2 = energyVariance H φ := by
  have p := norm_smul_add_sq (inner_residual hH hφ) (meanEnergy H φ : ℂ)
  have e1 : (meanEnergy H φ : ℂ) • φ + residual H φ = H φ := by rw [residual]; abel
  rw [e1, hφ, Complex.norm_real, Real.norm_eq_abs, sq_abs] at p
  rw [energyVariance]
  linarith

/-- For a symmetric Hamiltonian, the overlap of the residual with an eigenvector of energy `E` is
`E - e` times the overlap of `φ` with that eigenvector, where `e = Re ⟨φ, H φ⟩`. -/
theorem inner_residual_eigen {H : V →ₗ[ℂ] V} (hH : H.IsSymmetric) {φ ψ : V} {E : ℝ}
    (hψ : H ψ = (E : ℂ) • ψ) :
    ⟪residual H φ, ψ⟫_ℂ = ((E - meanEnergy H φ : ℝ) : ℂ) * ⟪φ, ψ⟫_ℂ := by
  rw [residual, inner_sub_left, hH φ ψ, hψ, inner_smul_right, inner_smul_left,
    Complex.conj_ofReal, Complex.ofReal_sub]
  ring

/-- For a symmetric Hamiltonian and a unit vector `φ` of mean energy `e` and variance `s²`, a
unit eigenvector of energy `E` has spectral weight `Z` with `Z (s² + (E - e)²) ≤ s²`. -/
theorem spectralWeight_mul_le {H : V →ₗ[ℂ] V} (hH : H.IsSymmetric) {φ ψ : V} {E : ℝ}
    (hφ : ‖φ‖ = 1) (hψ1 : ‖ψ‖ = 1) (hψ : H ψ = (E : ℂ) • ψ) :
    spectralWeight φ ψ * (energyVariance H φ + (E - meanEnergy H φ) ^ 2)
      ≤ energyVariance H φ := by
  have h := norm_inner_sq_le hφ (inner_residual hH hφ) ψ
  rw [inner_residual_eigen hH hψ, norm_residual_sq hH hφ, hψ1, norm_mul, mul_pow,
    Complex.norm_real, Real.norm_eq_abs, sq_abs] at h
  rw [spectralWeight]
  linarith

/-- If the variance of the unit vector `φ` is non-zero, the bound for a unit eigenvector `ψ` of
a symmetric Hamiltonian is an equality exactly when `ψ` is a combination of `φ` and `H φ`. -/
theorem spectralWeight_mul_eq_iff {H : V →ₗ[ℂ] V} (hH : H.IsSymmetric) {φ ψ : V} {E : ℝ}
    (hφ : ‖φ‖ = 1) (hψ1 : ‖ψ‖ = 1) (hψ : H ψ = (E : ℂ) • ψ) (hs : energyVariance H φ ≠ 0) :
    spectralWeight φ ψ * (energyVariance H φ + (E - meanEnergy H φ) ^ 2)
      = energyVariance H φ ↔ ∃ a b : ℂ, ψ = a • φ + b • H φ := by
  have hr := inner_residual hH hφ
  have hd := norm_plane_defect_sq hφ hr ψ
  have hn : ‖⟪residual H φ, ψ⟫_ℂ‖ ^ 2 = (E - meanEnergy H φ) ^ 2 * ‖⟪φ, ψ⟫_ℂ‖ ^ 2 := by
    rw [inner_residual_eigen hH hψ, norm_mul, mul_pow, Complex.norm_real,
      Real.norm_eq_abs, sq_abs]
  rw [hn, norm_residual_sq hH hφ, hψ1] at hd
  rw [spectralWeight]
  constructor
  · intro h
    -- equality leaves no component outside the plane
    have hz := hd.trans (show _ = (0 : ℝ) by linear_combination (-energyVariance H φ) * h)
    rw [pow_eq_zero_iff two_ne_zero, norm_eq_zero, sub_eq_zero] at hz
    have hR : (‖residual H φ‖ : ℂ) ^ 2 ≠ 0 := by
      rw [← norm_residual_sq hH hφ] at hs
      exact_mod_cast hs
    have h2 : ψ - ⟪φ, ψ⟫_ℂ • φ
        = (⟪residual H φ, ψ⟫_ℂ / (‖residual H φ‖ : ℂ) ^ 2) • residual H φ := by
      rw [div_eq_inv_mul, mul_smul, ← hz, smul_smul, inv_mul_cancel₀ hR, one_smul]
    have claim : ∀ a c : ℂ, a • φ + c • residual H φ
        = (a - c * (meanEnergy H φ : ℂ)) • φ + c • H φ := by
      intro a c
      rw [residual]
      module
    exact ⟨_, _, (sub_eq_iff_eq_add'.1 h2).trans (claim _ _)⟩
  · rintro ⟨a, b, hab⟩
    have hφφ : ⟪φ, φ⟫_ℂ = 1 := by rw [inner_self_eq_norm_sq_to_K, hφ]; simp
    have hrr : ⟪residual H φ, residual H φ⟫_ℂ = (‖residual H φ‖ : ℂ) ^ 2 :=
      inner_self_eq_norm_sq_to_K _
    have hab' : ψ = (a + b * (meanEnergy H φ : ℂ)) • φ + b • residual H φ := by
      rw [hab, residual]
      module
    have h1 : ⟪φ, ψ⟫_ℂ = a + b * (meanEnergy H φ : ℂ) := by
      rw [hab', inner_add_right, inner_smul_right, inner_smul_right, hφφ, hr]; ring
    have h2 : ⟪residual H φ, ψ⟫_ℂ = b * (‖residual H φ‖ : ℂ) ^ 2 := by
      rw [hab', inner_add_right, inner_smul_right, inner_smul_right,
        inner_eq_zero_symm.1 hr, hrr]; ring
    have hD : ((‖residual H φ‖ : ℂ) ^ 2) • (ψ - ⟪φ, ψ⟫_ℂ • φ)
        - ⟪residual H φ, ψ⟫_ℂ • residual H φ = 0 := by
      rw [h1, h2, hab']
      module
    rw [hD, norm_zero] at hd
    apply mul_left_cancel₀ hs
    linear_combination hd

/-- For a symmetric Hamiltonian and a unit vector `φ` of mean energy `e` and variance `s²`, finitely
many orthonormal eigenvectors whose energies all lie at least `Δ ≥ 0` above the mean energy have
total weight `W` with `W (s² + Δ²) ≤ s²`. -/
theorem total_spectralWeight_mul_le {ι : Type*} [Fintype ι] {H : V →ₗ[ℂ] V}
    (hH : H.IsSymmetric) {φ : V} (hφ : ‖φ‖ = 1) {ψ : ι → V} (hψ : Orthonormal ℂ ψ)
    {E : ι → ℝ} (hE : ∀ j, H (ψ j) = (E j : ℂ) • ψ j) {Δ : ℝ} (hΔ : 0 ≤ Δ)
    (hgap : ∀ j, Δ ≤ E j - meanEnergy H φ) :
    (∑ j, spectralWeight φ (ψ j)) * (energyVariance H φ + Δ ^ 2) ≤ energyVariance H φ := by
  simp only [spectralWeight]
  obtain ⟨W, hW⟩ : ∃ W : ℝ, W = ∑ j, ‖⟪φ, ψ j⟫_ℂ‖ ^ 2 := ⟨_, rfl⟩
  -- `v` is the projection of `φ` onto the chosen eigenvectors
  obtain ⟨v, hv⟩ : ∃ v, v = ∑ j, conj ⟪φ, ψ j⟫_ℂ • ψ j := ⟨_, rfl⟩
  have hφv : ⟪φ, v⟫_ℂ = (W : ℂ) := by
    rw [hv, inner_sum, hW, Complex.ofReal_sum]
    refine Finset.sum_congr rfl fun j _ => ?_
    rw [inner_smul_right, Complex.conj_mul', Complex.ofReal_pow]
  have hvv : ‖v‖ ^ 2 = W := by
    have h : ((‖v‖ ^ 2 : ℝ) : ℂ) = (W : ℂ) := by
      rw [Complex.ofReal_pow,
        show (‖v‖ : ℂ) ^ 2 = ⟪v, v⟫_ℂ from (inner_self_eq_norm_sq_to_K v).symm,
        hv, hψ.inner_sum, hW, Complex.ofReal_sum]
      refine Finset.sum_congr rfl fun j _ => ?_
      rw [Complex.conj_conj, Complex.mul_conj', Complex.ofReal_pow]
    exact_mod_cast h
  obtain ⟨M, hM⟩ : ∃ M : ℝ, M = ∑ j, (E j - meanEnergy H φ) * ‖⟪φ, ψ j⟫_ℂ‖ ^ 2 := ⟨_, rfl⟩
  have hrv : ⟪residual H φ, v⟫_ℂ = (M : ℂ) := by
    rw [hv, inner_sum, hM, Complex.ofReal_sum]
    refine Finset.sum_congr rfl fun j _ => ?_
    rw [inner_smul_right, inner_residual_eigen hH (hE j), Complex.ofReal_mul,
      Complex.ofReal_pow, ← Complex.conj_mul']
    ring
  have h := norm_inner_sq_le hφ (inner_residual hH hφ) v
  rw [hrv, hφv, hvv, norm_residual_sq hH hφ] at h
  simp only [Complex.norm_real, Real.norm_eq_abs, sq_abs] at h
  have hW0 : 0 ≤ W := hW ▸ Finset.sum_nonneg fun j _ => sq_nonneg _
  have hΔM : Δ * W ≤ M := by
    rw [hW, hM, Finset.mul_sum]
    exact Finset.sum_le_sum fun j _ => mul_le_mul_of_nonneg_right (hgap j) (sq_nonneg _)
  have hsq := pow_le_pow_left₀ (mul_nonneg hΔ hW0) hΔM 2
  rw [← hW]
  rcases hW0.eq_or_lt with h0 | hpos
  · rw [← h0, zero_mul, ← norm_residual_sq hH hφ]
    exact sq_nonneg _
  · refine le_of_mul_le_mul_left ?_ hpos
    linarith

/-- For a symmetric Hamiltonian and a unit vector `φ`, a unit eigenvector with spectral weight
at least one half has an energy within one standard deviation `s` of the mean energy. -/
theorem abs_shift_le_of_half_le {H : V →ₗ[ℂ] V} (hH : H.IsSymmetric) {φ ψ : V} {E : ℝ}
    (hφ : ‖φ‖ = 1) (hψ1 : ‖ψ‖ = 1) (hψ : H ψ = (E : ℂ) • ψ)
    (hZ : 1 / 2 ≤ spectralWeight φ ψ) :
    |E - meanEnergy H φ| ≤ √(energyVariance H φ) := by
  have h := spectralWeight_mul_le hH hφ hψ1 hψ
  have hs : 0 ≤ energyVariance H φ := norm_residual_sq hH hφ ▸ sq_nonneg _
  have h2 := mul_le_mul_of_nonneg_right hZ (add_nonneg hs (sq_nonneg (E - meanEnergy H φ)))
  apply Real.abs_le_sqrt
  linarith

end

end QuasiparticleWeight
```

```lean
#print axioms QuasiparticleWeight.spectralWeight_mul_eq_iff
#print axioms QuasiparticleWeight.total_spectralWeight_mul_le
#print axioms QuasiparticleWeight.abs_shift_le_of_half_le
```

```
'QuasiparticleWeight.spectralWeight_mul_eq_iff' depends on axioms: [propext, Classical.choice, Quot.sound]
'QuasiparticleWeight.total_spectralWeight_mul_le' depends on axioms: [propext, Classical.choice, Quot.sound]
'QuasiparticleWeight.abs_shift_le_of_half_le' depends on axioms: [propext, Classical.choice, Quot.sound]
```

`norm_smul_add_sq` is Pythagoras, and `norm_plane_defect_sq` is the formula for ‖u‖²; its closing `linear_combination` adds the two Pythagorean identities with the right factors. `norm_inner_sq_le` is (1), with the case r = 0 split off. The next three lemmas supply the orthogonality of r, its norm and its overlap with an eigenvector. `spectralWeight_mul_le` substitutes them into (1), and `linarith` rearranges.

In `spectralWeight_mul_eq_iff`, the forward direction turns equality into u = 0 and solves for ψ; the reverse computes u from the given combination, with `module` doing the vector algebra. `total_spectralWeight_mul_le` builds the projection `v`, evaluates its overlaps as `W` and `M`, and separates W = 0 from W > 0. `abs_shift_le_of_half_le` takes the square root at the end.

In a configuration-interaction calculation with a finite set of orthonormal orbitals and φ one of the Slater determinants, s² is the sum of |⟨D,Hφ⟩|² over all other determinants D included in the calculation. For one- and two-body interactions only single and double excitations contribute. A Lanczos run started from φ produces the same data in its first step: e is the first diagonal coefficient and s the first off-diagonal one. Together with a computed eigenvalue E, they cap the weight of the reference determinant in that eigenstate.

The same argument applied to −H, which has mean energy −e and the same variance, limits the total weight of eigenstates at least Δ below e by the same inequality.
